# Linearly independent steps admit a symmetric Hessian with BS = Y exactly when SᵀY is symmetric

A geometry optimiser or saddle-point search often keeps the last few displacements and gradient changes and uses them to improve its model Hessian. Imposing all of these data at once raises the question whether any symmetric matrix can reproduce them. For linearly independent displacements, one small matrix product decides this.

## The compatibility condition

Let there be n coordinates and m stored steps. Column j of the real n×m matrix S is the displacement s_j, and column j of Y is the corresponding gradient change y_j. Here S is the matrix of steps, not an overlap matrix. A model Hessian B meets all the secant conditions if

BS = Y.

If the columns of S are linearly independent, a real symmetric B with this property exists if and only if

SᵀY = YᵀS,

or, entry by entry, s_i · y_j = s_j · y_i for every pair of steps. A single non-zero step always passes, because SᵀY is then a 1×1 matrix. From two steps on, the condition is a real restriction.

## Checking the step history before an update

A multi-secant update that promises both symmetry and exact secant conditions relies on this identity. The check is to divide each s_j and its y_j by the length of s_j, which leaves the conditions on B unchanged, then form the m×m matrix SᵀY from the scaled columns and compare the size of SᵀY − YᵀS with that of SᵀY, within a tolerance suited to the noise in the gradients. Without the scaling, one long step can hide an asymmetry that involves short ones. If the asymmetry is significant, the code must keep fewer conditions, accept residuals in them, or give up symmetry.

On a quadratic surface every gradient change comes from the same Hessian, so the check succeeds. On an anharmonic surface each y_j comes from a Hessian averaged along its own step, and these averages can differ. The result applies to gradients from any electronic-structure method, provided that the coordinates are finite in number and the steps linearly independent.

## Building the symmetric update

**Necessity.** Suppose that B is symmetric and BS = Y. Then

SᵀY = SᵀBS,
(SᵀBS)ᵀ = SᵀBᵀS = SᵀBS,

so SᵀY is symmetric. This direction does not need independent steps.

**A left inverse.** If SᵀSv = 0 for a vector v of m coefficients, then

0 = vᵀSᵀSv = |Sv|².

Hence Sv = 0, and independence gives v = 0. The matrix SᵀS is therefore invertible, and

L = (SᵀS)⁻¹Sᵀ

satisfies LS = 1.

**Sufficiency.** Take a symmetric starting Hessian B₀ and the residual R = Y − B₀S. If SᵀY is symmetric, so is SᵀR = SᵀY − SᵀB₀S, which means RᵀS = SᵀR. Define

B₊ = B₀ + RL + LᵀRᵀ − Lᵀ(SᵀR)L.

Transposition exchanges the second and third terms and leaves the other two unchanged, so B₊ is symmetric. Multiplication by S, with LS = 1, gives

B₊S = B₀S + R + LᵀRᵀS − LᵀSᵀR = B₀S + R = Y.

The choice B₀ = 0 already proves existence. For one step, B₊ is the Powell-symmetric-Broyden update.

**All solutions.** Let B be one symmetric solution, B′ another, and D = B′ − B. Then DS = 0, and by symmetry SᵀD = 0. With Q = 1 − SL,

DQ = D − DSL = D,
QᵀD = D − LᵀSᵀD = D,

so D = QᵀDQ. Conversely, QS = S − SLS = 0, so B + QᵀZQ is a symmetric solution for every symmetric Z. The data leave exactly this freedom.

**Sensitivity to a change in Y.** Choose two different steps i and j. Let E_ij be the m×m matrix with 1 in entry (i, j) and 0 elsewhere, and set W = LᵀE_ij. Then SᵀW = (LS)ᵀE_ij = E_ij, and for a real number ε

Sᵀ(Y + εW) = SᵀY + εE_ij.

If SᵀY was symmetric, entries (i, j) and (j, i) now differ by ε. Any non-zero ε, however small, destroys compatibility.

**A surface where it fails.** For the energy E(x, y) = x²y the gradient is (2xy, x²). It vanishes at the origin, equals (0, 1) at (1, 0), and equals (0, 0) at (0, 1). Numbering coordinates from 0, as Lean does, the first unit step demands B₁₀ = 1 and the second demands B₀₁ = 0. No symmetric matrix satisfies both. This energy is unbounded below, so it stands for an anharmonic term near a reference geometry, not for a whole molecular surface.

**Repeated steps.** Let s_0 = s_1 = (1, 0), y_0 = (0, 0) and y_1 = (0, 1). All products s_i · y_j vanish, so SᵀY is symmetric, yet B would have to send one vector to two different results. Non-zero steps and a symmetric SᵀY are therefore not sufficient. What is violated is that any combination of steps that vanishes must have a vanishing combination of gradient changes; independence makes this automatic.

## The Lean proof

```lean
import Mathlib

open Matrix

namespace MultiSecant

noncomputable section

variable {n m : Type*} [Fintype n] [Fintype m] [DecidableEq m]

/-- The left inverse `(SᵀS)⁻¹Sᵀ` of a matrix of steps, meant for `S` with linearly
independent columns, where `SᵀS` is invertible. -/
def leftInv (S : Matrix n m ℝ) : Matrix m n ℝ := (Sᵀ * S)⁻¹ * Sᵀ

/-- The multi-secant update of a Hessian `B₀`, built from the residual `Y - B₀S` of the secant
conditions; meant for symmetric `B₀`, symmetric `SᵀY` and `S` with linearly independent columns. -/
def multiSecantUpdate (B₀ : Matrix n n ℝ) (S Y : Matrix n m ℝ) : Matrix n n ℝ :=
  B₀ + (Y - B₀ * S) * leftInv S + (leftInv S)ᵀ * (Y - B₀ * S)ᵀ
    - (leftInv S)ᵀ * (Sᵀ * (Y - B₀ * S)) * leftInv S

/-- If the steps are linearly independent, `leftInv S` is a left inverse of `S`. -/
theorem leftInv_mul {S : Matrix n m ℝ} (hS : LinearIndependent ℝ S.col) :
    leftInv S * S = 1 := by
  have hdet : IsUnit (Sᵀ * S).det := by
    rw [isUnit_iff_ne_zero]
    intro h
    obtain ⟨v, hv, h0⟩ := Matrix.exists_mulVec_eq_zero_iff.mpr h
    -- a null vector of the Gram matrix gives a combination of steps of length zero
    have h1 : (S *ᵥ v) ⬝ᵥ (S *ᵥ v) = 0 := by
      rw [Matrix.dotProduct_mulVec, ← Matrix.mulVec_transpose, Matrix.mulVec_mulVec, h0,
        zero_dotProduct]
    have h2 : S *ᵥ v = S *ᵥ 0 := by
      rw [dotProduct_self_eq_zero.mp h1, Matrix.mulVec_zero]
    exact hv (Matrix.mulVec_injective_iff.mpr hS h2)
  rw [leftInv, Matrix.mul_assoc, Matrix.nonsing_inv_mul _ hdet]

omit [Fintype m] [DecidableEq m] in
/-- If a symmetric Hessian `B` maps the steps `S` to the gradient changes `Y`, then
`SᵀY` is symmetric. -/
theorem isSymm_of_secant {S Y : Matrix n m ℝ} {B : Matrix n n ℝ}
    (hB : B.IsSymm) (h : B * S = Y) : (Sᵀ * Y).IsSymm := by
  subst h
  unfold Matrix.IsSymm
  rw [Matrix.transpose_mul, Matrix.transpose_mul, Matrix.transpose_transpose, hB.eq,
    Matrix.mul_assoc]

/-- For linearly independent steps, a symmetric starting Hessian and symmetric `SᵀY`, the
multi-secant update is symmetric and meets all secant conditions. -/
theorem multiSecantUpdate_spec {S Y : Matrix n m ℝ} {B₀ : Matrix n n ℝ}
    (hS : LinearIndependent ℝ S.col) (hB : B₀.IsSymm) (hY : (Sᵀ * Y).IsSymm) :
    (multiSecantUpdate B₀ S Y).IsSymm ∧ multiSecantUpdate B₀ S Y * S = Y := by
  have hL := leftInv_mul hS
  have hYS : Yᵀ * S = Sᵀ * Y := by
    have h := hY.eq
    rwa [Matrix.transpose_mul, Matrix.transpose_transpose] at h
  unfold multiSecantUpdate
  obtain ⟨R, hRdef⟩ : ∃ R, R = Y - B₀ * S := ⟨_, rfl⟩
  rw [← hRdef]
  -- the residual inherits the symmetry condition
  have hR : Rᵀ * S = Sᵀ * R := by
    rw [hRdef, Matrix.transpose_sub, Matrix.transpose_mul, hB.eq, Matrix.sub_mul,
      Matrix.mul_sub, hYS, Matrix.mul_assoc]
  constructor
  · unfold Matrix.IsSymm
    simp only [Matrix.transpose_add, Matrix.transpose_sub, Matrix.transpose_mul,
      Matrix.transpose_transpose, hB.eq]
    rw [hR]
    simp only [Matrix.mul_assoc]
    abel
  · rw [Matrix.sub_mul, Matrix.add_mul, Matrix.add_mul, Matrix.mul_assoc R, hL,
      Matrix.mul_one, Matrix.mul_assoc (leftInv S)ᵀ Rᵀ S, hR,
      Matrix.mul_assoc ((leftInv S)ᵀ * (Sᵀ * R)) (leftInv S) S, hL, Matrix.mul_one, hRdef]
    abel

/-- For linearly independent steps `S`, a symmetric Hessian that reproduces all gradient
changes `Y` exists if and only if `SᵀY` is symmetric. -/
theorem exists_symmetric_hessian_iff {S : Matrix n m ℝ} (Y : Matrix n m ℝ)
    (hS : LinearIndependent ℝ S.col) :
    (∃ B : Matrix n n ℝ, B.IsSymm ∧ B * S = Y) ↔ (Sᵀ * Y).IsSymm := by
  constructor
  · rintro ⟨B, hB, h⟩
    exact isSymm_of_secant hB h
  · intro hY
    exact ⟨_, multiSecantUpdate_spec hS (B₀ := 0) Matrix.transpose_zero hY⟩

/-- For linearly independent steps and one symmetric solution `B` of the secant conditions,
the symmetric solutions are exactly `B + QᵀZQ` with `Z` symmetric and `Q = 1 - S (SᵀS)⁻¹Sᵀ`. -/
theorem symmetric_solutions_iff [DecidableEq n] {S Y : Matrix n m ℝ} {B : Matrix n n ℝ}
    (hS : LinearIndependent ℝ S.col) (hB : B.IsSymm) (hBS : B * S = Y) (B' : Matrix n n ℝ) :
    (B'.IsSymm ∧ B' * S = Y) ↔ ∃ Z : Matrix n n ℝ, Z.IsSymm ∧
      B' = B + (1 - S * leftInv S)ᵀ * Z * (1 - S * leftInv S) := by
  constructor
  · rintro ⟨hB', hBS'⟩
    -- a symmetric matrix that annihilates the steps is unchanged by the projection
    have key : ∀ D : Matrix n n ℝ, D.IsSymm → D * S = 0 →
        (1 - S * leftInv S)ᵀ * D * (1 - S * leftInv S) = D := by
      intro D hD hDS
      have hSD : Sᵀ * D = 0 := by
        have h := congrArg Matrix.transpose hDS
        rwa [Matrix.transpose_mul, hD.eq, Matrix.transpose_zero] at h
      rw [Matrix.transpose_sub, Matrix.transpose_one, Matrix.transpose_mul, Matrix.sub_mul,
        Matrix.one_mul, Matrix.mul_assoc, hSD, Matrix.mul_zero, sub_zero, Matrix.mul_sub,
        Matrix.mul_one, ← Matrix.mul_assoc, hDS, Matrix.zero_mul, sub_zero]
    refine ⟨B' - B, hB'.sub hB, ?_⟩
    rw [key _ (hB'.sub hB) (by rw [Matrix.sub_mul, hBS, hBS', sub_self])]
    abel
  · rintro ⟨Z, hZ, rfl⟩
    have hQ : (1 - S * leftInv S) * S = 0 := by
      rw [Matrix.sub_mul, Matrix.one_mul, Matrix.mul_assoc, leftInv_mul hS, Matrix.mul_one,
        sub_self]
    constructor
    · refine hB.add ?_
      unfold Matrix.IsSymm
      rw [Matrix.transpose_mul, Matrix.transpose_mul, Matrix.transpose_transpose, hZ.eq,
        Matrix.mul_assoc]
    · rw [Matrix.add_mul, hBS, Matrix.mul_assoc, hQ, Matrix.mul_zero, add_zero]

/-- For two or more linearly independent steps there is a direction `W` such that any gradient
changes `Y` met by a symmetric Hessian cease to be so when shifted by any nonzero multiple of `W`. -/
theorem secant_conditions_fragile {S : Matrix n m ℝ} (hS : LinearIndependent ℝ S.col)
    {i j : m} (hij : i ≠ j) :
    ∃ W : Matrix n m ℝ, ∀ Y : Matrix n m ℝ, (∃ B : Matrix n n ℝ, B.IsSymm ∧ B * S = Y) →
      ∀ ε : ℝ, ε ≠ 0 → ¬ ∃ B : Matrix n n ℝ, B.IsSymm ∧ B * S = Y + ε • W := by
  refine ⟨(leftInv S)ᵀ * Matrix.single i j (1 : ℝ), ?_⟩
  intro Y hY ε hε hW
  rw [exists_symmetric_hessian_iff _ hS] at hY hW
  -- the shift changes a single off-diagonal entry of `SᵀY`
  have hshift : Sᵀ * (Y + ε • ((leftInv S)ᵀ * Matrix.single i j (1 : ℝ)))
      = Sᵀ * Y + ε • Matrix.single i j (1 : ℝ) := by
    rw [Matrix.mul_add, Matrix.mul_smul, ← Matrix.mul_assoc, ← Matrix.transpose_mul,
      leftInv_mul hS, Matrix.transpose_one, Matrix.one_mul]
  rw [hshift] at hW
  have h1 := hY.apply i j
  have h2 := hW.apply i j
  rw [Matrix.add_apply, Matrix.add_apply, Matrix.smul_apply, Matrix.smul_apply, h1] at h2
  simp [hij, hij.symm] at h2
  exact hε h2

/-- The model energy surface `E(x, y) = x²y`. -/
def cubicEnergy (x : Fin 2 → ℝ) : ℝ := x 0 ^ 2 * x 1

/-- The vector field `(2xy, x²)`. -/
def cubicGradient (x : Fin 2 → ℝ) : Fin 2 → ℝ := ![2 * x 0 * x 1, x 0 ^ 2]

/-- The field `(2xy, x²)` is the gradient of `x²y`: it gives the slope of the energy along
every direction `d`. -/
theorem cubicGradient_spec (x d : Fin 2 → ℝ) :
    HasDerivAt (fun t : ℝ => cubicEnergy (x + t • d)) (cubicGradient x ⬝ᵥ d) 0 := by
  have h : ∀ i, HasDerivAt (fun t : ℝ => x i + t * d i) (d i) 0 := fun i => by
    simpa using ((hasDerivAt_id' (0 : ℝ)).mul_const (d i)).const_add (x i)
  have h2 : HasDerivAt (fun t : ℝ => cubicEnergy (x + t • d)) _ 0 :=
    ((h 0).fun_pow 2).fun_mul (h 1)
  refine h2.congr_deriv ?_
  simp [cubicGradient, dotProduct, Fin.sum_univ_two]
  ring

/-- On the surface `x²y`, no symmetric Hessian reproduces the gradient changes along both
unit steps from the origin. -/
theorem cubic_no_symmetric_hessian :
    ¬ ∃ B : Matrix (Fin 2) (Fin 2) ℝ, B.IsSymm ∧
      ∀ j, B *ᵥ Pi.single j 1 = cubicGradient (Pi.single j 1) - cubicGradient 0 := by
  rintro ⟨B, hB, h⟩
  have he : ∀ i j, (B *ᵥ Pi.single j 1) i = B i j := by
    intro i j
    simp
  have h0 := congrFun (h 0) 1
  have h1 := congrFun (h 1) 0
  rw [he] at h0 h1
  -- the two conditions demand different values of the same mixed derivative
  simp [cubicGradient] at h0 h1
  have hs := hB.apply 0 1
  linarith

end

end MultiSecant
```

```lean
#print axioms MultiSecant.exists_symmetric_hessian_iff
-- 'MultiSecant.exists_symmetric_hessian_iff' depends on axioms: [propext, Classical.choice, Quot.sound]
#print axioms MultiSecant.secant_conditions_fragile
-- 'MultiSecant.secant_conditions_fragile' depends on axioms: [propext, Classical.choice, Quot.sound]
#print axioms MultiSecant.cubicGradient_spec
-- 'MultiSecant.cubicGradient_spec' depends on axioms: [propext, Classical.choice, Quot.sound]
#print axioms MultiSecant.cubic_no_symmetric_hessian
-- 'MultiSecant.cubic_no_symmetric_hessian' depends on axioms: [propext, Classical.choice, Quot.sound]
```

## What is guaranteed for the matrices, and what is left to the code

In Lean, `n` and `m` are finite index types for coordinates and steps, not numbers. `LinearIndependent ℝ S.col` says that the displacements are independent, and `IsSymm` says that a matrix equals its transpose. L is called `leftInv S`, and B₊ is `multiSecantUpdate B₀ S Y`.

The central theorem, `exists_symmetric_hessian_iff`, is the stated equivalence for every real `Y`. Its forward direction is `isSymm_of_secant`; its reverse direction applies `multiSecantUpdate_spec` with `B₀ := 0`. For independent steps and a symmetric SᵀY, the latter theorem guarantees both symmetry and all secant conditions, whatever symmetric starting Hessian is used. In its proof, `hR` is the relation RᵀS = SᵀR, and `abel` performs the final cancellations.

The lemma `leftInv_mul` supplies LS = 1. It assumes that the determinant of SᵀS is zero, obtains a non-zero null vector `v`, and contradicts independence through |Sv|² = 0.

`symmetric_solutions_iff` describes the whole solution set; its step `key` is the identity QᵀDQ = D. In `secant_conditions_fragile`, the hypothesis `i ≠ j` provides two distinct steps, and W is chosen before `Y`, so one direction serves all compatible data. There `hshift` computes the change in SᵀY, and comparing the two off-diagonal entries forces ε = 0.

For the example surface, `cubicGradient_spec` proves that the stated field gives the slope of the energy along every direction at every point. `cubic_no_symmetric_hessian` then reads off the two conflicting entries, and `linarith` closes the contradiction.

The general theorems take `S` and `Y` as given real matrices. The step from there to a molecule is the claim that the columns of `Y` really are gradient changes of its energy surface, and nothing in the hypotheses supplies it. In particular, the sensitivity theorem shows that compatibility can be lost under an arbitrarily small change, not that a given anharmonic surface produces such a change.

Three matters remain for the implementation:

- **Rounding.** The theorems concern real numbers, so they set no tolerance for the symmetry check. Nearly dependent steps make SᵀS ill-conditioned and can make L large.
- **Curvature.** B₊ need not be positive definite, nor have the single negative eigenvalue expected near a first-order saddle point. The theorems do not control the signs of its eigenvalues, so the step-taking method must allow for them.
- **Choice among solutions.** No theorem here ranks the symmetric solutions or says which one gives the best next step.

The comments on averaged Hessians, the one-step update and repeated steps are ordinary mathematics added to the text, without theorems in the code.
